# For p ≥ 1, 2p equally spaced angles starting at θ = 0 overestimate the mean of cos²ᵖ θ by 2/4ᵖ

## One angle, equal weights, and a grid point on the lobe

The density of a $p_x$ orbital enters here only through its azimuthal factor $\cos^2\theta$, with the radial and polar factors left out. The grid consists of the $N$ angles $2\pi k/N$, $k=0,\dots,N-1$, all with the same weight, so its first point lies on the axis of the positive lobe. This placement fixes the sign and size of the error found below.

```lean
import Mathlib

open Finset
open scoped Real

namespace AzimuthalAliasing

noncomputable section
```

The factor is left unnormalised. With the normalised factor $\cos^2\theta/\pi$, every mean and every error of a $p$-th power below is divided by $\pi^p$, and the condition for exactness is unchanged. The integer $p$ is always the power, while `px` names the orbital.

```lean
/-- The unnormalised azimuthal factor `cos² θ` of a `px` density. -/
def pxDensity (θ : ℝ) : ℝ := Real.cos θ ^ 2
```

The grid average of a function $f$ is
$$\frac1N\sum_{k=0}^{N-1} f\!\left(\frac{2\pi k}{N}\right).$$

```lean
/-- The equally weighted average of `f` over the `N` azimuthal grid angles `2πk/N`,
for `N ≥ 1`. -/
def gridMean (N : ℕ) (f : ℝ → ℝ) : ℝ :=
  (∑ k ∈ range N, f (2 * π * k / N)) / N
```

It is compared with the true angular mean $\frac1{2\pi}\int_0^{2\pi}f(\theta)\,d\theta$. Since this is defined as an integral, its value for $\cos^{2p}\theta$ has to be derived.

```lean
/-- The exact angular mean of an integrable function `f` over a full turn. -/
def circleMean (f : ℝ → ℝ) : ℝ := (∫ θ in (0 : ℝ)..(2 * π), f θ) / (2 * π)
```

Density-functional calculations with atom-centred grids integrate nonlinear functions of the density numerically over angles. They often use Lebedev grids on the sphere. The present model is simpler: it shows how equally spaced points in one angle can fail for integer powers of a single orbital factor.

## The harmonics in a power of the density

By Euler's formula and the binomial theorem,
$$(2\cos\theta)^{2p}=(e^{i\theta}+e^{-i\theta})^{2p}=\sum_{j=0}^{2p}\binom{2p}{j}e^{2i(j-p)\theta}.$$
Taking real parts and dividing by $4^p$ gives
$$\cos^{2p}\theta=\frac1{4^p}\sum_{j=0}^{2p}\binom{2p}{j}\cos\bigl(2(j-p)\theta\bigr).$$
The order $2(j-p)$ can be negative, so Lean computes it in the integers. In the proof, `h` is the complex identity, obtained with `add_pow`, and `hre` is its real part.

```lean
/-- The `p`-th power of the `px` density is `1/4^p` times the sum over `j ≤ 2p` of the harmonics
`cos (2(j - p)θ)` with the binomial coefficients `C(2p,j)` as weights. -/
theorem pxDensity_pow_harmonics (p : ℕ) (θ : ℝ) :
    pxDensity θ ^ p = (∑ j ∈ range (2 * p + 1), ((2 * p).choose j : ℝ) *
      Real.cos (((2 * ((j : ℤ) - p) : ℤ) : ℝ) * θ)) / 4 ^ p := by
  -- Euler's formula and the binomial theorem
  have h : (((2 * Real.cos θ) ^ (2 * p) : ℝ) : ℂ) = ∑ j ∈ range (2 * p + 1),
      (((2 * p).choose j : ℝ) : ℂ) *
        Complex.exp (((((2 * ((j : ℤ) - p) : ℤ) : ℝ) * θ : ℝ) : ℂ) * Complex.I) := by
    have h2 : ((2 * Real.cos θ : ℝ) : ℂ) =
        Complex.exp ((θ : ℂ) * Complex.I) + Complex.exp (-(θ : ℂ) * Complex.I) := by
      push_cast
      simp only [Complex.cos]
      ring
    rw [Complex.ofReal_pow, h2, add_pow]
    refine Finset.sum_congr rfl fun j hj => ?_
    have hj' : j ≤ 2 * p := by
      have := Finset.mem_range.1 hj
      omega
    have he : Complex.exp ((θ : ℂ) * Complex.I) ^ j *
        Complex.exp (-(θ : ℂ) * Complex.I) ^ (2 * p - j) =
        Complex.exp (((((2 * ((j : ℤ) - p) : ℤ) : ℝ) * θ : ℝ) : ℂ) * Complex.I) := by
      rw [← Complex.exp_nat_mul, ← Complex.exp_nat_mul, ← Complex.exp_add]
      congr 1
      rw [Nat.cast_sub hj']
      push_cast
      ring
    rw [he, mul_comm, Complex.ofReal_natCast]
  -- the real part turns exponentials into cosines
  have hre := congrArg Complex.re h
  rw [Complex.ofReal_re, Complex.re_sum] at hre
  simp_rw [Complex.re_ofReal_mul, Complex.exp_ofReal_mul_I_re] at hre
  rw [← hre, pxDensity, mul_pow, pow_mul, pow_mul, eq_div_iff (by positivity)]
  norm_num
  ring
```

## What the grid makes of a harmonic

Let $m$ be an integer. If $m=Nc$ for an integer $c$, every grid value is $\cos(2\pi ck)=1$ and the sum over the grid is $N$. Otherwise put $z=e^{2\pi i m/N}$. Then $z^N=1$, but $z\neq1$, because $z=1$ would make $m$ a multiple of $N$. From
$$(z-1)\sum_{k=0}^{N-1}z^k=z^N-1=0$$
the geometric sum vanishes, and so does its real part, which is the sum of the cosines. The proof splits into the same two cases, with `hzN`, `hz1` and `hs` recording the three facts about $z$.

```lean
/-- Over the `N ≥ 1` grid angles `2πk/N` the harmonic `cos (mθ)`, with `m` an integer, sums to `N`
if `N` divides `m`, and to zero otherwise. -/
theorem grid_sum_harmonic {N : ℕ} (hN : 0 < N) (m : ℤ) :
    ∑ k ∈ range N, Real.cos ((m : ℝ) * (2 * π * k / N)) =
      if (N : ℤ) ∣ m then (N : ℝ) else 0 := by
  have hR : (N : ℝ) ≠ 0 := by positivity
  have hC : (N : ℂ) ≠ 0 := by exact_mod_cast hN.ne'
  split_ifs with hd
  · obtain ⟨c, rfl⟩ := hd
    have h1 : ∀ k ∈ range N,
        Real.cos ((((N : ℤ) * c : ℤ) : ℝ) * (2 * π * k / N)) = 1 := by
      intro k _
      rw [show (((N : ℤ) * c : ℤ) : ℝ) * (2 * π * k / N) =
        ((c * k : ℤ) : ℝ) * (2 * π) by push_cast; field_simp]
      exact Real.cos_int_mul_two_pi _
    rw [Finset.sum_congr rfl h1]
    simp
  · -- the geometric sum of a nontrivial root of unity vanishes
    obtain ⟨z, hz⟩ : ∃ z : ℂ,
      z = Complex.exp ((m : ℂ) * (2 * π / N) * Complex.I) := ⟨_, rfl⟩
    have hzN : z ^ N = 1 := by
      rw [hz, ← Complex.exp_nat_mul, Complex.exp_eq_one_iff]
      exact ⟨m, by field_simp⟩
    have hz1 : z ≠ 1 := by
      intro h
      rw [hz] at h
      obtain ⟨n, hn⟩ := Complex.exp_eq_one_iff.1 h
      have h2 : (2 * π * Complex.I) * (m : ℂ) = (2 * π * Complex.I) * (N * n) := by
        calc (2 * π * Complex.I) * (m : ℂ)
            = N * ((m : ℂ) * (2 * π / N) * Complex.I) := by field_simp
          _ = _ := by rw [hn]; ring
      have h3 := mul_left_cancel₀ Complex.two_pi_I_ne_zero h2
      exact hd ⟨n, by exact_mod_cast h3⟩
    have hs : ∑ k ∈ range N, z ^ k = 0 := by
      have := geom_sum_mul z N
      rw [hzN, sub_self] at this
      exact (mul_eq_zero.1 this).resolve_right (sub_ne_zero.2 hz1)
    have ht : ∀ k ∈ range N, Real.cos ((m : ℝ) * (2 * π * k / N)) = (z ^ k).re := by
      intro k _
      rw [hz, ← Complex.exp_nat_mul, show (k : ℂ) * ((m : ℂ) * (2 * π / N) * Complex.I) =
        (((m : ℝ) * (2 * π * k / N) : ℝ) : ℂ) * Complex.I by push_cast; ring,
        Complex.exp_ofReal_mul_I_re]
    rw [Finset.sum_congr rfl ht, ← Complex.re_sum, hs, Complex.zero_re]
```

The grid therefore cannot tell a harmonic whose order is a multiple of $N$ from a constant. This is aliasing.

## The exact mean

The integral over a full turn retains only the constant. For $m\ne0$,
$$\int_0^{2\pi}\cos(m\theta)\,d\theta=\frac{\sin(2\pi m)}{m}=0,$$
while $m=0$ gives $2\pi$.

```lean
/-- Over a full turn the harmonic `cos (mθ)`, with `m` an integer, integrates to `2π` if `m = 0`,
and to zero otherwise. -/
theorem integral_harmonic (m : ℤ) :
    ∫ θ in (0 : ℝ)..(2 * π), Real.cos ((m : ℝ) * θ) = if m = 0 then 2 * π else 0 := by
  split_ifs with hm
  · simp [hm]
  · have hm' : (m : ℝ) ≠ 0 := by exact_mod_cast hm
    have hs : Real.sin ((m : ℝ) * (2 * π)) = 0 := by
      rw [show (m : ℝ) * (2 * π) = ((2 * m : ℤ) : ℝ) * π by push_cast; ring]
      exact Real.sin_int_mul_pi _
    rw [intervalIntegral.integral_comp_mul_left Real.cos hm', integral_cos, hs]
    simp
```

In the expansion of $\cos^{2p}\theta$ only $j=p$ has order zero, hence
$$\frac1{2\pi}\int_0^{2\pi}\cos^{2p}\theta\,d\theta=\frac1{4^p}\binom{2p}{p}.$$
The proof integrates term by term, and `Finset.sum_eq_single p` picks out the surviving term.

```lean
/-- The exact angular mean of the `p`-th power of the `px` density is `C(2p,p)/4^p`. -/
theorem circleMean_pxDensity_pow (p : ℕ) :
    circleMean (fun θ => pxDensity θ ^ p) = ((2 * p).choose p : ℝ) / 4 ^ p := by
  unfold circleMean
  simp_rw [pxDensity_pow_harmonics]
  rw [intervalIntegral.integral_div, intervalIntegral.integral_finsetSum
    (fun j _ => Continuous.intervalIntegrable (by fun_prop) _ _)]
  simp_rw [intervalIntegral.integral_const_mul, integral_harmonic]
  -- only the constant harmonic survives
  rw [Finset.sum_eq_single p]
  · have := Real.pi_ne_zero
    simp only [sub_self, mul_zero, if_true]
    field_simp
  · intro j _ hj
    rw [if_neg (by omega), mul_zero]
  · intro h
    exact absurd (Finset.mem_range.2 (by omega)) h
```

## The error as a sum of binomial weights

Averaging the expansion over the grid leaves the terms with $N\mid 2(j-p)$. One of them is $j=p$, which is the exact mean. Subtracting it gives
$$\text{grid mean}-\text{exact mean}=\frac1{4^p}\sum_{\substack{0\le j\le 2p,\ j\neq p\\ N\mid 2(j-p)}}\binom{2p}{j}.$$
In Lean, `hg` evaluates the grid mean by exchanging the two sums, and `hA` separates $j=p$ from the other indices.

```lean
/-- For the `p`-th power of the `px` density, the mean over the grid of `N ≥ 1` angles minus the
exact mean is `1/4^p` times the sum of the binomial coefficients `C(2p,j)` over those `j ≤ 2p` with
`j ≠ p` for which `N` divides the order `2(j - p)`. -/
theorem grid_error {N : ℕ} (hN : 0 < N) (p : ℕ) :
    gridMean N (fun θ => pxDensity θ ^ p) - circleMean (fun θ => pxDensity θ ^ p) =
      (∑ j ∈ range (2 * p + 1) with j ≠ p ∧ (N : ℤ) ∣ 2 * ((j : ℤ) - p),
        ((2 * p).choose j : ℝ)) / 4 ^ p := by
  have hR : (N : ℝ) ≠ 0 := by positivity
  have hg : gridMean N (fun θ => pxDensity θ ^ p) =
      (∑ j ∈ (range (2 * p + 1)).filter (fun j : ℕ => (N : ℤ) ∣ 2 * ((j : ℤ) - p)),
        ((2 * p).choose j : ℝ)) / 4 ^ p := by
    unfold gridMean
    simp_rw [pxDensity_pow_harmonics]
    rw [← Finset.sum_div, Finset.sum_comm]
    simp_rw [← Finset.mul_sum, grid_sum_harmonic hN]
    rw [Finset.sum_filter, div_right_comm, Finset.sum_div]
    congr 1
    refine Finset.sum_congr rfl fun j _ => ?_
    split_ifs
    · exact mul_div_cancel_right₀ _ hR
    · simp
  -- split off the constant harmonic
  have hA : (range (2 * p + 1)).filter (fun j : ℕ => (N : ℤ) ∣ 2 * ((j : ℤ) - p)) =
      insert p ((range (2 * p + 1)).filter
        (fun j : ℕ => j ≠ p ∧ (N : ℤ) ∣ 2 * ((j : ℤ) - p))) := by
    ext j
    simp only [Finset.mem_filter, Finset.mem_insert, Finset.mem_range]
    by_cases h : j = p
    · subst h
      exact ⟨fun _ => Or.inl rfl, fun _ => ⟨by omega, by simp⟩⟩
    · simp [h]
  rw [hg, circleMean_pxDensity_pow, hA, Finset.sum_insert (by simp)]
  ring
```

## Which grids are exact

All the weights are positive, so errors cannot cancel. The grid is exact precisely when no integer $d=j-p$ with $1\le|d|\le p$ satisfies $N\mid 2d$.

- If $N$ is odd, $N\mid2d$ means $N\mid d$. The smallest positive such $d$ is $N$, and exactness means $N>p$.
- If $N=2M$, the condition is $M\mid d$. The smallest positive such $d$ is $M$, and exactness means $M>p$, that is, $N>2p$.

Together these give the criterion: $N>2p$, or $N$ odd and $N>p$. More points can thus do worse: three angles average $\cos^4\theta$ exactly, while four do not.

For the forward direction, the proof exhibits the offending harmonics $j=p+N$ and $j=p+M$. For the converse, `small` says that a multiple of $N$ strictly between $-N$ and $N$ is zero.

```lean
/-- A grid of `N ≥ 1` angles averages the `p`-th power of the `px` density exactly if and
only if `N > 2p`, or `N` is odd and `N > p`. -/
theorem grid_exact_iff {N : ℕ} (hN : 0 < N) (p : ℕ) :
    gridMean N (fun θ => pxDensity θ ^ p) = circleMean (fun θ => pxDensity θ ^ p) ↔
      2 * p < N ∨ (Odd N ∧ p < N) := by
  have small : ∀ a : ℤ, (N : ℤ) ∣ a → -(N : ℤ) < a → a < N → a = 0 := by
    rintro a ⟨c, rfl⟩ h1 h2
    have hN' : (0 : ℤ) < N := by exact_mod_cast hN
    have h3 : c < 1 := by nlinarith
    have h4 : -1 < c := by nlinarith
    have h5 : c = 0 := by omega
    simp [h5]
  rw [← sub_eq_zero, grid_error hN, div_eq_zero_iff,
    or_iff_left (by positivity : (4 : ℝ) ^ p ≠ 0),
    Finset.sum_eq_zero_iff_of_nonneg (fun _ _ => by positivity)]
  constructor
  · intro h
    -- positive weights cannot cancel, so no harmonic may alias
    have hno : ∀ j : ℕ, j ≤ 2 * p → j ≠ p → ¬ (N : ℤ) ∣ 2 * ((j : ℤ) - p) := by
      intro j hj hne hd
      have h1 := h j (by
        simp only [Finset.mem_filter, Finset.mem_range]
        exact ⟨by omega, hne, hd⟩)
      have h2 := Nat.choose_pos hj
      have h3 : (2 * p).choose j = 0 := by exact_mod_cast h1
      omega
    have hpN : p < N := by
      by_contra hc
      exact hno (p + N) (by omega) (by omega) ⟨2, by push_cast; ring⟩
    rcases Nat.even_or_odd N with ⟨M, hM⟩ | ho
    · left
      by_contra hc
      exact hno (p + M) (by omega) (by omega) ⟨1, by rw [hM]; push_cast; ring⟩
    · exact Or.inr ⟨ho, hpN⟩
  · intro h j hj
    simp only [Finset.mem_filter, Finset.mem_range] at hj
    obtain ⟨hj1, hne, hd⟩ := hj
    exfalso
    rcases h with h | ⟨ho, h⟩
    · have := small _ hd (by omega) (by omega)
      omega
    · -- an odd divisor of 2(j - p) divides j - p
      have hd' : (N : ℤ) ∣ (j : ℤ) - p := by
        obtain ⟨t, ht⟩ := ho
        obtain ⟨c, hc⟩ := hd
        refine ⟨(j : ℤ) - p - t * c, ?_⟩
        have ht' : (N : ℤ) = 2 * t + 1 := by exact_mod_cast ht
        rw [ht'] at hc ⊢
        linear_combination (-(t : ℤ)) * hc
      have := small _ hd' (by omega) (by omega)
      omega
```

## The grid with 2p angles

Let $p\ge1$ and $N=2p$. The condition $2p\mid 2(j-p)$ means $j-p=pc$ for an integer $c$, and $|j-p|\le p$ leaves $c\in\{-1,0,1\}$. Apart from the constant, the aliased terms are therefore the outermost ones, $j=0$ and $j=2p$, each of weight one:
$$\frac1{2p}\sum_{k=0}^{2p-1}\cos^{2p}\!\left(\frac{\pi k}{p}\right)=\frac1{4^p}\binom{2p}{p}+\frac2{4^p}.$$
For $p=1$ the two angles are $0$ and $\pi$, both on the lobes, and the grid returns $1$ where the exact mean is $\tfrac12$.

The theorem has three parts. Every grid with $N>2p$ gives the exact mean, the grid with $N=2p$ has the excess above, and that same grid is exact for every power $q<p$, since $2p>2q$. The first and third parts come from the exactness criterion. For the second, `hB` identifies the aliased set as `{0, 2 * p}`, and `grid_error` adds up its weights.

```lean
/-- For `p ≥ 1` every grid with `N > 2p` angles gives the exact mean `C(2p,p)/4^p` of the
`p`-th power of the `px` density. The grid with `N = 2p` exceeds it by `2/4^p`, though it is
exact for all lower powers. -/
theorem px_power_aliasing {p : ℕ} (hp : 1 ≤ p) :
    (∀ N : ℕ, 2 * p < N →
      gridMean N (fun θ => pxDensity θ ^ p) = ((2 * p).choose p : ℝ) / 4 ^ p) ∧
    gridMean (2 * p) (fun θ => pxDensity θ ^ p) =
      ((2 * p).choose p : ℝ) / 4 ^ p + 2 / 4 ^ p ∧
    ∀ q < p, gridMean (2 * p) (fun θ => pxDensity θ ^ q) =
      ((2 * q).choose q : ℝ) / 4 ^ q := by
  refine ⟨fun N hN => ?_, ?_, fun q hq => ?_⟩
  · rw [← circleMean_pxDensity_pow]
    exact (grid_exact_iff (by omega) p).2 (Or.inl hN)
  · -- exactly the two outermost harmonics alias
    have hB : (range (2 * p + 1)).filter
        (fun j : ℕ => j ≠ p ∧ ((2 * p : ℕ) : ℤ) ∣ 2 * ((j : ℤ) - p)) = {0, 2 * p} := by
      ext j
      simp only [Finset.mem_filter, Finset.mem_range, Finset.mem_insert,
        Finset.mem_singleton]
      constructor
      · rintro ⟨hj, hne, c, hc⟩
        push_cast at hc
        have hp' : (1 : ℤ) ≤ p := by exact_mod_cast hp
        have hj' : (j : ℤ) ≤ 2 * p := by omega
        have hj0 : (0 : ℤ) ≤ j := by positivity
        have h1 : c < 2 := by nlinarith
        have h2 : -2 < c := by nlinarith
        have h3 : c = -1 ∨ c = 0 ∨ c = 1 := by omega
        rcases h3 with rfl | rfl | rfl <;> omega
      · rintro (rfl | rfl)
        · exact ⟨by omega, by omega, -1, by push_cast; ring⟩
        · exact ⟨by omega, by omega, 1, by push_cast; ring⟩
    have h := grid_error (show 0 < 2 * p by omega) p
    rw [hB, Finset.sum_pair (by omega), circleMean_pxDensity_pow, Nat.choose_zero_right,
      Nat.choose_self] at h
    push_cast at h
    linear_combination h
  · rw [← circleMean_pxDensity_pow]
    exact (grid_exact_iff (by omega) q).2 (Or.inl (by omega))

end

end AzimuthalAliasing
```

```lean
#print axioms AzimuthalAliasing.circleMean_pxDensity_pow
#print axioms AzimuthalAliasing.px_power_aliasing
```

```
'AzimuthalAliasing.circleMean_pxDensity_pow' depends on axioms: [propext, Classical.choice, Quot.sound]
'AzimuthalAliasing.px_power_aliasing' depends on axioms: [propext, Classical.choice, Quot.sound]
```

## Rotating the grid

The theorems above treat only grids that start at $\theta=0$. If all $2p$ angles are shifted by $\alpha$, the two aliased harmonics take the value $\cos(2p\alpha)$ at every grid point instead of $1$, and the same argument gives the error
$$\frac{2\cos(2p\alpha)}{4^p}.$$
It vanishes at $\alpha=\pi/(4p)$, a quarter of the grid spacing, and equals $-2/4^p$ at half the spacing.
